# The s-wave radial equation of hydrogen in D > 1 dimensions has exactly one solution of the form exp(−ar)

How strongly a nucleus binds an electron confined to $D$ dimensions depends on the attraction assumed, and here the potential energy is $-Z/r$ for every $D$, which agrees with Gauss's law in $D$ dimensions only for $D=3$. For $D=2$ it describes a system squeezed into a plane while its electric field still spreads through three-dimensional space.

In atomic units, with nuclear charge $Z$ and angular momentum $l=0,1,2,\dots$, the radial Hamiltonian is

$$Hf=-\tfrac12\Big[f''+\tfrac{D-1}{r}f'-\tfrac{l(l+D-2)}{r^2}f\Big]-\tfrac{Z}{r}f .$$

```lean
import Mathlib

open Filter Topology

namespace HydrogenDimension

noncomputable section
```

In `radialHamiltonian`, `D` and `Z` are arbitrary reals, `l` is a natural number and `deriv` is the ordinary derivative.

```lean
/-- The radial Hamiltonian, in atomic units, of one electron with angular momentum `l` in the
potential `-Z/r` in `D` dimensions, applied to `f` at a radius `r ≠ 0`. -/
def radialHamiltonian (D Z : ℝ) (l : ℕ) (f : ℝ → ℝ) (r : ℝ) : ℝ :=
  -(deriv (deriv f) r + (D - 1) / r * deriv f r - l * (l + D - 2) / r ^ 2 * f r) / 2
    - Z / r * f r
```

The trial function is $u(r)=r^le^{-ar}$ with real $a$. The name `orbital` refers to this radial factor only, without angular part or normalisation. For $a>0$ the normalised function is $\sqrt{(2a)^{2l+D}/\Gamma(2l+D)}\,u$, with weight $r^{D-1}$ and $2l+D>0$; the factor does not affect the energy.

```lean
/-- The radial function `r ^ l * exp (-a r)`. -/
def orbital (l : ℕ) (a r : ℝ) : ℝ := r ^ l * Real.exp (-a * r)
```

The next definition names an expression whose role is settled in part (d).

```lean
/-- The energy `-2 Z² / (2 l + D - 1)²`, for `2 l + D ≠ 1`. -/
def orbitalEnergy (D Z : ℝ) (l : ℕ) : ℝ := -2 * Z ^ 2 / (2 * l + D - 1) ^ 2
```

## (a) Slope of the trial function

Show that, for $r\neq0$, $u'=(l/r-a)\,u$.

By the product rule, $u'=l\,r^{l-1}e^{-ar}-a\,r^le^{-ar}$, and $l\,r^{l-1}=(l/r)\,r^l$. The code proves this last identity as `hp`, treating $l=0$ separately.

```lean
/-- Away from the origin, the logarithmic derivative of the orbital is `l / r - a`. -/
theorem hasDerivAt_orbital (l : ℕ) (a : ℝ) {r : ℝ} (hr : r ≠ 0) :
    HasDerivAt (orbital l a) ((l / r - a) * orbital l a r) r := by
  have h1 := ((hasDerivAt_id' r).const_mul (-a)).exp
  have h2 : HasDerivAt (orbital l a) _ r := (hasDerivAt_pow l r).fun_mul h1
  have hp : (l : ℝ) * r ^ (l - 1) = l / r * r ^ l := by
    cases l with
    | zero => simp
    | succ n =>
      rw [Nat.add_sub_cancel, pow_succ]
      field_simp
  refine h2.congr_deriv ?_
  rw [hp]
  unfold orbital
  ring
```

## (b) Action of the Hamiltonian

Show that, for $r\ne0$,
$$Hu=\Big[-\frac{a^2}{2}+\frac1r\Big(\frac{a(2l+D-1)}{2}-Z\Big)\Big]u .$$

Differentiating (a) once more gives
$$u''=\Big[-\frac{l}{r^2}+\Big(\frac lr-a\Big)^2\Big]u=\Big[\frac{l(l-1)}{r^2}-\frac{2al}{r}+a^2\Big]u .$$
Adding $\frac{D-1}{r}u'=\big[\frac{l(D-1)}{r^2}-\frac{a(D-1)}{r}\big]u$ produces the $1/r^2$ coefficient $l(l+D-2)$, which the centrifugal term cancels. What remains in the bracket of $H$ is $\big[a^2-a(2l+D-1)/r\big]u$. Multiply by $-\tfrac12$ and subtract $Zu/r$.

A second derivative at $r$ needs the first derivative near $r$, which `hd` supplies; `ring` does the cancellation.

```lean
/-- Away from the origin, the Hamiltonian multiplies the orbital by a constant plus a
Coulomb-like term in `1 / r`. -/
theorem radialHamiltonian_orbital (D Z : ℝ) (l : ℕ) (a : ℝ) {r : ℝ} (hr : r ≠ 0) :
    radialHamiltonian D Z l (orbital l a) r =
      (-a ^ 2 / 2 + (a * (2 * l + D - 1) / 2 - Z) / r) * orbital l a r := by
  -- the first derivative is known in a whole neighbourhood of `r`
  have hd : deriv (orbital l a) =ᶠ[𝓝 r] fun x => ((l : ℝ) / x - a) * orbital l a x := by
    filter_upwards [isOpen_ne.mem_nhds hr] with x hx
    exact (hasDerivAt_orbital l a hx).deriv
  have hq : HasDerivAt (fun x : ℝ => (l : ℝ) / x - a) (-(l : ℝ) / r ^ 2) r :=
    (((hasDerivAt_const r (l : ℝ)).fun_div (hasDerivAt_id' r) hr).sub_const a).congr_deriv
      (by ring)
  have h2 : deriv (deriv (orbital l a)) r =
      -(l : ℝ) / r ^ 2 * orbital l a r + (l / r - a) * ((l / r - a) * orbital l a r) := by
    rw [hd.deriv_eq]
    exact (hq.fun_mul (hasDerivAt_orbital l a hr)).deriv
  -- the terms in `1 / r ^ 2` cancel against the centrifugal term
  unfold radialHamiltonian
  rw [h2, (hasDerivAt_orbital l a hr).deriv]
  ring
```

## (c) Conditions for a solution

Show that, for any real $D$, $Hu=Eu$ holds for all $r>0$ exactly when
$$a(2l+D-1)=2Z\quad\text{and}\quad E=-\frac{a^2}{2}.$$

Since $u>0$ on $r>0$, it can be divided out of (b). With $c=a(2l+D-1)/2-Z$, this leaves $-a^2/2+c/r=E$, the statement `key`. At $r=1$ and $r=2$ it reads $-a^2/2+c=E$ and $-a^2/2+c/2=E$, so $c=0$ and $E=-a^2/2$. Conversely, these two values turn (b) into $Hu=Eu$.

```lean
/-- In any real dimension, the orbital solves the radial Schrödinger equation with energy `E`
exactly when `a (2 l + D - 1) = 2 Z` and `E = -a² / 2`. -/
theorem eigen_iff_balance (D Z : ℝ) (l : ℕ) (a E : ℝ) :
    (∀ r > 0, radialHamiltonian D Z l (orbital l a) r = E * orbital l a r) ↔
      a * (2 * l + D - 1) = 2 * Z ∧ E = -a ^ 2 / 2 := by
  constructor
  · intro h
    have key : ∀ r > 0, -a ^ 2 / 2 + (a * (2 * l + D - 1) / 2 - Z) / r = E := by
      intro r hr
      have h1 := h r hr
      rw [radialHamiltonian_orbital D Z l a (ne_of_gt hr)] at h1
      have hpos : 0 < orbital l a r := mul_pos (pow_pos hr l) (Real.exp_pos _)
      exact mul_right_cancel₀ hpos.ne' h1
    -- two radii suffice to separate the constant from the `1 / r` term
    have h1 := key 1 one_pos
    have h2 := key 2 two_pos
    constructor <;> linarith
  · rintro ⟨h1, h2⟩ r hr
    have h0 : a * (2 * l + D - 1) / 2 - Z = 0 := by linarith
    rw [radialHamiltonian_orbital D Z l a (ne_of_gt hr), h2, h0]
    ring
```

## (d) Exponent and energy for D > 1

Show that for $D>1$ the conditions become
$$a=\frac{2Z}{2l+D-1},\qquad E=-\frac{2Z^2}{(2l+D-1)^2}.$$

Here $2l+D-1>0$, so (c) can be solved for $a$ and the result inserted in $-a^2/2$. The sign of $Z$ is free, but $u$ decays only for $Z>0$.

```lean
/-- For `D > 1`, the function `r ^ l * exp (-a r)` solves the radial Schrödinger equation with
energy `E` exactly when `a = 2 Z / (2 l + D - 1)` and `E = -2 Z² / (2 l + D - 1)²`. -/
theorem orbital_eigen_iff {D : ℝ} (hD : 1 < D) (Z : ℝ) (l : ℕ) (a E : ℝ) :
    (∀ r > 0, radialHamiltonian D Z l (orbital l a) r = E * orbital l a r) ↔
      a = 2 * Z / (2 * l + D - 1) ∧ E = orbitalEnergy D Z l := by
  have hpos : 0 < 2 * (l : ℝ) + D - 1 := by
    have hl : (0 : ℝ) ≤ l := Nat.cast_nonneg l
    linarith
  rw [eigen_iff_balance, eq_div_iff hpos.ne']
  refine and_congr_right fun h => ?_
  have hE : orbitalEnergy D Z l = -a ^ 2 / 2 := by
    unfold orbitalEnergy
    rw [div_eq_iff (pow_ne_zero 2 hpos.ne')]
    linear_combination (1 / 2) * (a * (2 * l + D - 1) + 2 * Z) * h
  rw [hE]
```

## (e) Hydrogen

Show that for $D>1$, $Z=1$, $l=0$, the function $e^{-ar}$ is a solution with energy $E$ exactly when
$$a=\frac{2}{D-1},\qquad E=-\frac{2}{(D-1)^2}.$$

Put $l=0$ and $Z=1$ in (d); `h0` identifies `orbital 0 a` with the exponential. Reading $-E$ as the binding energy takes this solution to be the ground state, a step that the theorem does not supply.

```lean
/-- For hydrogen in `D > 1` dimensions, `exp (-a r)` solves the radial equation without
centrifugal term with energy `E` exactly when `a = 2 / (D - 1)` and `E = -2 / (D - 1)²`. -/
theorem hydrogen_exponential_iff {D : ℝ} (hD : 1 < D) (a E : ℝ) :
    (∀ r > 0, radialHamiltonian D 1 0 (fun x => Real.exp (-a * x)) r =
      E * Real.exp (-a * r)) ↔ a = 2 / (D - 1) ∧ E = -2 / (D - 1) ^ 2 := by
  have h0 : orbital 0 a = fun x => Real.exp (-a * x) := by
    funext x
    simp [orbital]
  have h := orbital_eigen_iff hD 1 0 a E
  rw [h0] at h
  simpa [orbitalEnergy] using h
```

## (f) One dimension

Show that for $D=1$, $l=0$ and $Z\neq0$ no pair $(a,E)$ satisfies $He^{-ar}=Ee^{-ar}$ on all $r>0$.

The first condition in (c) reads $a\cdot0=2Z$, which is impossible. This excludes pure exponentials only: $re^{-Zr}$ does solve the same equation.

```lean
/-- In one dimension, with nonzero charge, no exponential `exp (-a r)` solves the radial equation
for `l = 0` on `r > 0`, whatever the energy. -/
theorem no_exponential_in_one_dimension {Z : ℝ} (hZ : Z ≠ 0) :
    ¬ ∃ a E : ℝ, ∀ r > 0,
      radialHamiltonian 1 Z 0 (orbital 0 a) r = E * orbital 0 a r := by
  rintro ⟨a, E, h⟩
  have h1 := ((eigen_iff_balance 1 Z 0 a E).1 h).1
  rw [Nat.cast_zero] at h1
  exact hZ (by linarith)
```

## (g) From three dimensions to two

Show that at $l=0$, $E_{D=2}=4E_{D=3}$.

The energies are $-2Z^2$ and $-2Z^2/4=-Z^2/2$. In the hydrogen-like model of an exciton, where the equation describes the relative motion of electron and hole, and with reduced mass and dielectric constant unchanged, this is the fourfold binding of the ideal planar limit.

```lean
/-- The energy at `l = 0` in two dimensions is four times that in three dimensions. -/
theorem energy_two_eq_four_mul_three (Z : ℝ) :
    orbitalEnergy 2 Z 0 = 4 * orbitalEnergy 3 Z 0 := by
  simp only [orbitalEnergy, Nat.cast_zero]
  ring
```

## (h) Approach to one dimension

Show that at $l=0$ and $Z\ne0$, $E\to-\infty$ as $D\to1^+$.

As $D$ decreases to 1, $(D-1)^2$ tends to zero through positive values, so its inverse tends to $+\infty$. Multiplication by $-2Z^2<0$ gives the limit. In Lean, `𝓝[>] 1` expresses the approach from above and `atBot` stands for $-\infty$.

```lean
/-- For nonzero charge, the energy at `l = 0` tends to minus infinity as the dimension
decreases to one. -/
theorem energy_tendsto_atBot {Z : ℝ} (hZ : Z ≠ 0) :
    Tendsto (fun D => orbitalEnergy D Z 0) (𝓝[>] 1) atBot := by
  have hc : Continuous (fun D : ℝ => (D - 1) ^ 2) := by fun_prop
  have ht : Tendsto (fun D : ℝ => (D - 1) ^ 2) (𝓝[>] 1) (𝓝[>] 0) := by
    refine tendsto_nhdsWithin_iff.2
      ⟨(hc.tendsto' 1 0 (by norm_num)).mono_left nhdsWithin_le_nhds, ?_⟩
    filter_upwards [self_mem_nhdsWithin] with D hD
    have hD1 : (0 : ℝ) < D - 1 := sub_pos.2 (Set.mem_Ioi.1 hD)
    exact Set.mem_Ioi.2 (pow_pos hD1 2)
  have hneg : -2 * Z ^ 2 < 0 := by
    have hZ2 : 0 < Z ^ 2 := by positivity
    linarith
  -- a negative constant times the diverging inverse square
  refine ((tendsto_inv_nhdsGT_zero.comp ht).const_mul_atTop_of_neg hneg).congr fun D => ?_
  simp [orbitalEnergy, div_eq_mul_inv]

end

end HydrogenDimension
```

```lean
#print axioms HydrogenDimension.hydrogen_exponential_iff
#print axioms HydrogenDimension.no_exponential_in_one_dimension
#print axioms HydrogenDimension.energy_two_eq_four_mul_three
#print axioms HydrogenDimension.energy_tendsto_atBot
```

```
'HydrogenDimension.hydrogen_exponential_iff' depends on axioms: [propext, Classical.choice, Quot.sound]
'HydrogenDimension.no_exponential_in_one_dimension' depends on axioms: [propext, Classical.choice, Quot.sound]
'HydrogenDimension.energy_two_eq_four_mul_three' depends on axioms: [propext, Classical.choice, Quot.sound]
'HydrogenDimension.energy_tendsto_atBot' depends on axioms: [propext, Classical.choice, Quot.sound]
```
